# Electrons with positive exchange integrals leave no orbital empty at a minimum of a Müller-type energy

When the occupation numbers of a Müller-type functional are optimised in a fixed finite set of orbitals, the bound $n_i\ge 0$ needs no Lagrange multiplier at the solution. This holds if the particle number and all exchange integrals between different orbitals are positive and the rest of the energy is differentiable there, because every occupation is then strictly positive.

```lean
import Mathlib

open Filter Topology

namespace NoEmptyNaturalOrbitals

noncomputable section

variable {ι : Type*} [Fintype ι] [DecidableEq ι]

/-- The occupation vectors with entries between 0 and 1 and total particle number `N`. -/
def occupations (N : ℝ) : Set (ι → ℝ) :=
  {n | (∀ i, 0 ≤ n i ∧ n i ≤ 1) ∧ ∑ i, n i = N}

/-- The Mueller-type energy: a functional `f` of the occupations minus the exchange-correlation
sum of `K k l * √(n k * n l)`. -/
def muellerEnergy (f : (ι → ℝ) → ℝ) (K : Matrix ι ι ℝ) (n : ι → ℝ) : ℝ :=
  f n - ∑ k, ∑ l, K k l * √(n k * n l)

/-- The occupations after a charge `t` has been moved from orbital `j` to orbital `i`. -/
def transfer (n : ι → ℝ) (i j : ι) (t : ℝ) : ι → ℝ :=
  fun k => n k + t * ((if k = i then 1 else 0) - (if k = j then 1 else 0))

/-- If the occupations `n` are admissible, moving a small charge `s ^ 2` from an occupied orbital
`j` to an empty orbital `i` again gives admissible occupations with the same particle number. -/
theorem eventually_transfer_mem {N : ℝ} {n : ι → ℝ} {i j : ι} (hn : n ∈ occupations N)
    (hi : n i = 0) (hj : 0 < n j) :
    ∀ᶠ s : ℝ in 𝓝 0, transfer n i j (s ^ 2) ∈ occupations N := by
  have hij : i ≠ j := by
    rintro rfl
    linarith
  have small : ∀ᶠ s : ℝ in 𝓝 0, s ^ 2 < n j :=
    (isOpen_lt (continuous_pow 2) continuous_const).mem_nhds (by simpa using hj)
  filter_upwards [small] with s hs
  refine ⟨fun k => ?_, ?_⟩
  · have hj1 := (hn.1 j).2
    have hs0 := sq_nonneg s
    by_cases hki : k = i
    · have e : transfer n i j (s ^ 2) i = s ^ 2 := by simp [transfer, hij, hi]
      rw [hki, e]
      constructor <;> linarith
    · by_cases hkj : k = j
      · have e : transfer n i j (s ^ 2) j = n j - s ^ 2 := by
          simp [transfer, hij.symm, sub_eq_add_neg]
        rw [hkj, e]
        constructor <;> linarith
      · have e : transfer n i j (s ^ 2) k = n k := by simp [transfer, hki, hkj]
        rw [e]
        exact hn.1 k
  · simp only [transfer, Finset.sum_add_distrib, ← Finset.mul_sum, Finset.sum_sub_distrib]
    simp [hn.2]

omit [Fintype ι] in
/-- When a charge `s ^ 2` flows from an occupied orbital `j` into an empty orbital `i`, the
amplitude `√(n i)` grows with slope one in `s ≥ 0` at `s = 0`, and all others have slope zero. -/
theorem hasDerivWithinAt_amplitude {n : ι → ℝ} {i j : ι} (hi : n i = 0) (hj : 0 < n j)
    (k : ι) :
    HasDerivWithinAt (fun s : ℝ => √(transfer n i j (s ^ 2) k))
      (if k = i then 1 else 0) (Set.Ici 0) 0 := by
  have hij : i ≠ j := by
    rintro rfl
    linarith
  by_cases hki : k = i
  · have e : ∀ s : ℝ, 0 ≤ s → √(transfer n i j (s ^ 2) i) = s := fun s hs => by
      have h : transfer n i j (s ^ 2) i = s ^ 2 := by simp [transfer, hij, hi]
      rw [h, Real.sqrt_sq hs]
    rw [hki, if_pos rfl]
    exact (hasDerivWithinAt_id (0 : ℝ) (Set.Ici 0)).congr (fun s hs => e s hs) (e 0 le_rfl)
  · by_cases hkj : k = j
    · have e : ∀ s : ℝ, transfer n i j (s ^ 2) j = n j - s ^ 2 := fun s => by
        simp [transfer, hij.symm, sub_eq_add_neg]
      rw [hkj, if_neg hij.symm]
      simp only [e]
      have h := ((hasDerivAt_pow 2 (0 : ℝ)).const_sub (n j)).sqrt (by simpa using hj.ne')
      exact (h.congr_deriv (by simp)).hasDerivWithinAt
    · have e : ∀ s : ℝ, transfer n i j (s ^ 2) k = n k := fun s => by
        simp [transfer, hki, hkj]
      rw [if_neg hki]
      simp only [e]
      exact hasDerivWithinAt_const _ _ _

/-- For admissible occupations `n` and `f` differentiable at `n`, moving a charge `s ^ 2` from an
occupied orbital `j` to an empty orbital `i` changes the energy with slope
`-∑ l, (K i l + K l i) * √(n l)` in `s ≥ 0` at `s = 0`. -/
theorem hasDerivWithinAt_energy {N : ℝ} {f : (ι → ℝ) → ℝ} (K : Matrix ι ι ℝ) {n : ι → ℝ}
    {i j : ι} (hf : DifferentiableAt ℝ f n) (hn : n ∈ occupations N)
    (hi : n i = 0) (hj : 0 < n j) :
    HasDerivWithinAt (fun s : ℝ => muellerEnergy f K (transfer n i j (s ^ 2)))
      (-∑ l, (K i l + K l i) * √(n l)) (Set.Ici 0) 0 := by
  have h0 : transfer n i j ((0 : ℝ) ^ 2) = n := by
    funext k
    simp [transfer]
  -- the smooth part depends on `s ^ 2` and has no linear term
  have hpath : HasDerivAt (fun s : ℝ => transfer n i j (s ^ 2)) 0 0 := by
    refine hasDerivAt_pi.2 fun k => ?_
    have hs : HasDerivAt (fun s : ℝ => s ^ 2) 0 0 := by simpa using hasDerivAt_pow 2 (0 : ℝ)
    have h := (hs.mul_const ((if k = i then (1 : ℝ) else 0) - (if k = j then 1 else 0))).const_add
      (n k)
    rw [zero_mul] at h
    exact h
  have hF : HasDerivAt (fun s : ℝ => f (transfer n i j (s ^ 2))) 0 0 := by
    have hf' : HasFDerivAt f (fderiv ℝ f n) (transfer n i j ((0 : ℝ) ^ 2)) := by
      rw [h0]
      exact hf.hasFDerivAt
    exact (hf'.comp_hasDerivAt (0 : ℝ) hpath).congr_deriv (by simp)
  -- the exchange part is bilinear in the amplitudes
  have hb := hasDerivWithinAt_amplitude hi hj
  have hX : HasDerivWithinAt (fun s : ℝ => ∑ k, ∑ l, K k l *
      (√(transfer n i j (s ^ 2) k) * √(transfer n i j (s ^ 2) l)))
      (∑ k, ∑ l, K k l * ((if k = i then 1 else 0) * √(transfer n i j ((0 : ℝ) ^ 2) l) +
        √(transfer n i j ((0 : ℝ) ^ 2) k) * (if l = i then 1 else 0))) (Set.Ici 0) 0 :=
    HasDerivWithinAt.fun_sum fun k _ => HasDerivWithinAt.fun_sum fun l _ =>
      ((hb k).fun_mul (hb l)).const_mul (K k l)
  have key : ∀ x ∈ occupations N, muellerEnergy f K x =
      f x - ∑ k, ∑ l, K k l * (√(x k) * √(x l)) := fun x hx => by
    unfold muellerEnergy
    congr 1
    exact Finset.sum_congr rfl fun k _ => Finset.sum_congr rfl fun l _ => by
      rw [Real.sqrt_mul (hx.1 k).1]
  refine ((hF.hasDerivWithinAt.fun_sub hX).congr_of_eventuallyEq ?_ ?_).congr_deriv ?_
  · filter_upwards [nhdsWithin_le_nhds (eventually_transfer_mem hn hi hj)] with s hs
    exact key _ hs
  · exact key _ (by rw [h0]; exact hn)
  · have e1 : ∑ k, ∑ l, K k l * ((if k = i then (1 : ℝ) else 0) * √(n l)) =
        ∑ l, K i l * √(n l) := by
      rw [Finset.sum_comm]
      simp
    have e2 : ∑ k, ∑ l, K k l * (√(n k) * (if l = i then (1 : ℝ) else 0)) =
        ∑ l, K l i * √(n l) := by
      simp
    rw [h0, zero_sub]
    simp only [mul_add, add_mul, Finset.sum_add_distrib]
    rw [e1, e2]

/-- At a local minimiser where `f` is differentiable, the exchange field
`∑ l, (K i l + K l i) * √(n l)` acting on an empty orbital `i` cannot be positive. -/
theorem exchange_field_nonpos {N : ℝ} {f : (ι → ℝ) → ℝ} {K : Matrix ι ι ℝ} {n : ι → ℝ}
    {i : ι} (hf : DifferentiableAt ℝ f n) (hn : n ∈ occupations N)
    (hmin : IsLocalMinOn (muellerEnergy f K) (occupations N) n) (hi : n i = 0) :
    ∑ l, (K i l + K l i) * √(n l) ≤ 0 := by
  by_cases hocc : ∃ j, 0 < n j
  · obtain ⟨j, hj⟩ := hocc
    have h0 : transfer n i j ((0 : ℝ) ^ 2) = n := by
      funext k
      simp [transfer]
    have hc : Continuous (fun s : ℝ => transfer n i j (s ^ 2)) := by
      unfold transfer
      fun_prop
    have ht : Tendsto (fun s : ℝ => transfer n i j (s ^ 2)) (𝓝 0) (𝓝 n) := by
      simpa only [h0] using hc.tendsto 0
    have hw : Tendsto (fun s : ℝ => transfer n i j (s ^ 2)) (𝓝[>] 0) (𝓝[occupations N] n) :=
      tendsto_nhdsWithin_iff.2 ⟨ht.mono_left nhdsWithin_le_nhds,
        nhdsWithin_le_nhds (eventually_transfer_mem hn hi hj)⟩
    -- minimality makes the difference quotient along the path nonnegative for small `s > 0`
    have hd := (hasDerivWithinAt_iff_tendsto_slope' (by simp)).1
      ((hasDerivWithinAt_energy K hf hn hi hj).mono Set.Ioi_subset_Ici_self)
    have hpos := ge_of_tendsto (b := 0) hd (by
      filter_upwards [hw.eventually hmin, self_mem_nhdsWithin] with s hs hs0
      have hs1 : (0 : ℝ) < s := hs0
      rw [slope_def_field, h0]
      exact div_nonneg (sub_nonneg.2 hs) (by linarith))
    linarith
  · have hz : ∀ l, n l = 0 := fun l =>
      le_antisymm (not_lt.1 fun h => hocc ⟨l, h⟩) (hn.1 l).1
    simp [hz]

/-- **No empty natural orbitals.** If all off-diagonal exchange integrals are positive and the
particle number is positive, every local minimiser of the Mueller-type energy at which `f` is
differentiable has strictly positive occupations. -/
theorem no_empty_orbital {N : ℝ} {f : (ι → ℝ) → ℝ} {K : Matrix ι ι ℝ} {n : ι → ℝ}
    (hK : ∀ k l, k ≠ l → 0 < K k l) (hN : 0 < N) (hf : DifferentiableAt ℝ f n)
    (hn : n ∈ occupations N)
    (hmin : IsLocalMinOn (muellerEnergy f K) (occupations N) n) (i : ι) : 0 < n i := by
  by_contra hneg
  have hi : n i = 0 := le_antisymm (not_lt.1 hneg) (hn.1 i).1
  -- a positive particle number needs an occupied orbital
  have hocc : ∃ j, 0 < n j := by
    by_contra h
    have hs : ∑ k, n k ≤ 0 := Finset.sum_nonpos fun k _ => not_lt.1 fun hk => h ⟨k, hk⟩
    linarith [hn.2]
  obtain ⟨j, hj⟩ := hocc
  have hij : i ≠ j := by
    rintro rfl
    linarith
  have hpos : 0 < ∑ l, (K i l + K l i) * √(n l) := by
    refine Finset.sum_pos' (fun l _ => ?_) ⟨j, Finset.mem_univ j, ?_⟩
    · by_cases hl : l = i
      · simp [hl, hi]
      · exact mul_nonneg (add_pos (hK i l (Ne.symm hl)) (hK l i hl)).le (Real.sqrt_nonneg _)
    · exact mul_pos (add_pos (hK i j hij) (hK j i hij.symm)) (Real.sqrt_pos.2 hj)
  exact absurd (exchange_field_nonpos hf hn hmin hi) (not_le_of_gt hpos)

/-- For differentiable `f`, positive off-diagonal exchange integrals and a positive particle number
not above the number of orbitals, a global minimiser exists that has no empty orbital. -/
theorem exists_minimiser_no_empty {N : ℝ} {f : (ι → ℝ) → ℝ} {K : Matrix ι ι ℝ}
    (hK : ∀ k l, k ≠ l → 0 < K k l) (hN : 0 < N) (hNm : N ≤ Fintype.card ι)
    (hf : Differentiable ℝ f) :
    ∃ n ∈ occupations N, IsMinOn (muellerEnergy f K) (occupations N) n ∧ ∀ i, 0 < n i := by
  have hcomp : IsCompact (occupations N : Set (ι → ℝ)) := by
    have e : (occupations N : Set (ι → ℝ)) = Set.Icc 0 1 ∩ {n | ∑ i, n i = N} := by
      ext n
      simp [occupations, Pi.le_def, forall_and]
    rw [e]
    exact isCompact_Icc.inter_right (isClosed_eq (by fun_prop) continuous_const)
  -- the uniform occupation is admissible
  have hcard : (0 : ℝ) < Fintype.card ι := lt_of_lt_of_le hN hNm
  have hne : (occupations N : Set (ι → ℝ)).Nonempty := by
    refine ⟨fun _ => N / Fintype.card ι, fun _ => ⟨by positivity, ?_⟩, ?_⟩
    · exact (div_le_one hcard).2 hNm
    · simp only [Finset.sum_const, Finset.card_univ, nsmul_eq_mul]
      field_simp
  have hcont : Continuous (muellerEnergy f K) := by
    have hfc := hf.continuous
    unfold muellerEnergy
    fun_prop
  obtain ⟨n, hn, hmin⟩ := hcomp.exists_isMinOn hne hcont.continuousOn
  exact ⟨n, hn, hmin, no_empty_orbital hK hN (hf n) hn hmin.localize⟩

/-- Diagonal exchange alone does not suffice: for two orbitals, one particle, `f n = n 0` and
`K` the identity matrix, the occupations `(0, 1)` minimise the energy. -/
theorem empty_orbital_of_diagonal_exchange :
    (![0, 1] : Fin 2 → ℝ) ∈ occupations 1 ∧
      IsMinOn (muellerEnergy (fun n : Fin 2 → ℝ => n 0) 1) (occupations 1) ![0, 1] := by
  have key : ∀ n ∈ occupations 1,
      muellerEnergy (fun n : Fin 2 → ℝ => n 0) 1 n = n 0 - 1 := fun n hn => by
    have s0 := Real.sqrt_mul_self (hn.1 0).1
    have s1 := Real.sqrt_mul_self (hn.1 1).1
    have h2 : n 0 + n 1 = 1 := by simpa [Fin.sum_univ_two] using hn.2
    simp [muellerEnergy, Fin.sum_univ_two, Matrix.one_apply, s0, s1]
    linarith
  have hmem : (![0, 1] : Fin 2 → ℝ) ∈ occupations 1 :=
    ⟨fun k => by fin_cases k <;> simp, by simp [Fin.sum_univ_two]⟩
  refine ⟨hmem, isMinOn_iff.2 fun n hn => ?_⟩
  rw [key _ hmem, key n hn]
  simpa using (hn.1 0).1

end

end NoEmptyNaturalOrbitals
```

```lean
#print axioms NoEmptyNaturalOrbitals.no_empty_orbital
-- 'NoEmptyNaturalOrbitals.no_empty_orbital' depends on axioms: [propext, Classical.choice, Quot.sound]
#print axioms NoEmptyNaturalOrbitals.exists_minimiser_no_empty
-- 'NoEmptyNaturalOrbitals.exists_minimiser_no_empty' depends on axioms: [propext, Classical.choice, Quot.sound]
#print axioms NoEmptyNaturalOrbitals.empty_orbital_of_diagonal_exchange
-- 'NoEmptyNaturalOrbitals.empty_orbital_of_diagonal_exchange' depends on axioms: [propext, Classical.choice, Quot.sound]
```

## Occupations, energy and minimisers

Density-matrix functional theory distributes electrons over orbitals with fractional occupations. The question is whether the lowest energy can occur with some orbital completely unused. For $m$ orbitals with occupations $n_k$, the energy is

$$E(n)=f(n)-\sum_{k,l}K_{kl}\sqrt{n_k n_l},\qquad 0\le n_k\le 1,\quad \sum_k n_k=N.$$

The finite type `ι` labels the orbitals, so $m$ is `Fintype.card ι`. The set `occupations N` contains the admissible vectors, and `muellerEnergy f K` is $E$.

The main theorem, `no_empty_orbital`, says that if $K_{kl}>0$ for all $k\ne l$ and $N>0$, then every local minimiser $n$ at which $f$ is differentiable has $n_i>0$ for all $i$. Global minimisers are included. The matrix need not be symmetric, and its diagonal is unrestricted. Full occupation, $n_i=1$, remains possible.

`exists_minimiser_no_empty` adds that such a global minimiser exists when $0<N\le m$ and $f$ is differentiable everywhere.

## The closed-shell reading

In a closed-shell calculation, $n_k$ is the occupation per spin of a spatial orbital, and $N$ is half the electron number. The function $f$ collects the one-electron and Hartree terms, which are polynomial in the occupations, and $K_{kl}$ is the exchange integral. Other conventions put a prefactor into $K$.

The positivity condition has a direct meaning: $K_{kl}$ is twice the Coulomb self-energy of the product density $\varphi_k\varphi_l$ of two real orbitals, which is positive unless that product vanishes. Between spin orbitals of opposite spin the exchange integral is zero, so the condition does not fit a list that mixes both spins.

The orbitals enter only through $f$ and $K$, and they are held fixed. The step to a full calculation is their simultaneous optimisation: at a joint minimum the occupations also minimise the energy for the final orbitals, and it is for those orbitals that the positivity of $K$ has to be checked. An infinite basis is a different problem.

For such a finite-basis functional, an occupation that converges to exactly zero, rounding aside, points to a vanishing exchange integral or to a point that is not a minimum.

## Moving a little charge into an empty orbital

Suppose $n_i=0$. Since $N>0$, some orbital $j$ has $n_j>0$. Move a charge $s^2$ from $j$ to $i$, with $s\ge0$:

$$n_i(s)=s^2,\qquad n_j(s)=n_j-s^2,\qquad n_k(s)=n_k\ \text{ otherwise}.$$

For $s^2<n_j$ all occupations stay between 0 and 1, and their sum is unchanged. In Lean this path is `transfer n i j (s ^ 2)`, and `eventually_transfer_mem` checks admissibility orbital by orbital.

Write $a_k(s)=\sqrt{n_k(s)}$ for the amplitudes. Then $a_i(s)=s$ has slope 1. The amplitude $a_j(s)=\sqrt{n_j-s^2}$ has derivative $-s/\sqrt{n_j-s^2}$, which is zero at $s=0$, and the others are constant. These are the three cases of `hasDerivWithinAt_amplitude`. The derivative is one-sided, on `Set.Ici 0`, because $\sqrt{s^2}=|s|$ has a kink at zero.

The differentiable part changes only at second order in $s$. With $d$ the vector that has $+1$ at $i$, $-1$ at $j$ and zeros elsewhere,

$$f(n+s^2d)=f(n)+s^2\,\nabla f(n)\cdot d+o(s^2),$$

so its slope in $s$ is zero. On admissible occupations $\sqrt{n_kn_l}=a_ka_l$, and the product rule gives

$$\left.\frac{d}{ds}\sum_{k,l}K_{kl}a_ka_l\right|_{0^+}=\sum_{k,l}K_{kl}\,(a_k'a_l+a_ka_l')=\sum_l (K_{il}+K_{li})\sqrt{n_l}.$$

The energy therefore has slope $-\sum_l(K_{il}+K_{li})\sqrt{n_l}$. This is `hasDerivWithinAt_energy`, where `hF` is the zero slope of $f$ and `hX` is the product rule.

At a local minimum, $[E(n(s))-E(n)]/s\ge0$ for small $s>0$. In the limit the slope is nonnegative, so

$$\sum_l(K_{il}+K_{li})\sqrt{n_l}\le0,$$

which is `exchange_field_nonpos`. But the term $l=i$ vanishes, the term $l=j$ is positive, and all others are nonnegative. The sum is positive, and this contradiction proves `no_empty_orbital`.

For existence, the admissible set is a closed slice of the box $[0,1]^m$, hence compact. It contains the uniform occupation $N/m$, and the continuous energy attains its minimum on it.

## Two orbitals in numbers

The numbers here and in the next section are chosen for easy arithmetic, without a Hartree term, and do not describe a particular molecule. Take orbitals 0 and 1, $N=1$, $f(n)=0.8\,n_0$, $K_{00}=K_{11}=1$ and $K_{01}=K_{10}=0.3$. With $n_0=x$,

$$E(x)=0.8x-1-0.6\sqrt{x(1-x)}.$$

Leaving orbital 0 empty gives $E(0)=-1$. Moving a charge of $0.01$ costs $0.008$ in $f$ but gains about $0.060$ in exchange. The minimum is at $x=0.1$, where $E=0.08-1-0.18=-1.10$.

## When the off-diagonal exchange vanishes

`empty_orbital_of_diagonal_exchange` takes $f(n)=n_0$ and the identity matrix for $K$, again with two orbitals and $N=1$. Then $E=n_0-(n_0+n_1)=n_0-1$, which is smallest at $(n_0,n_1)=(0,1)$, with orbital 0 empty. Nonnegative off-diagonal entries are thus not enough, even when the diagonal is positive.
